# Squaring the entries of a real amplitude matrix of rank $r$ gives rank at most $r(r+1)/2$

## Amplitude matrices, rank and Born weights

A system is cut into a left and a right part, whose basis configurations are labelled by $i$ in a set $m$ and $j$ in a finite set $n$. A pure state is represented, up to normalisation and a global phase, by the matrix $\psi$ of its amplitudes $\psi(i,j)$ in this product basis. The rank $r$ of $\psi$ is the dimension of the span of its columns. It is the Schmidt rank of the state, that is, the smallest bond dimension of an exact factorisation across the cut. Bond labels $a, b$ run over $0, \dots, r-1$, and numbered rows and columns also start at $0$.

The Born matrix $W$ has entries $W(i,j) = |\psi(i,j)|^2$, which reduce to $\psi(i,j)^2$ for real amplitudes. For a normalised state $W(i,j)$ is the probability of finding the configuration $(i,j)$. Normalisation is never imposed, since multiplying $\psi$ by a nonzero constant $c$ multiplies $W$ by $|c|^2$ and changes neither rank. A multiset is a collection of labels in which repetition counts and order does not, so $\{0,0\}$, $\{0,1\}$, $\{1,1\}$ are the multisets of size two on two labels.

## The bound $r(r+1)/2$ from symmetric pairs of labels

For real $\psi$ of rank $r$, the rank of $W$ is at most $r(r+1)/2$, and it is strictly below $r^2$ when $r \ge 2$. For complex $\psi$ the rank of $W$, taken over $\mathbb{C}$, is at most $r^2$. At $r = 2$ each of the two bounds is reached by an explicit matrix. The result limits the bond dimension needed to store the outcome probabilities of a real wavefunction as a tensor network, for one cut, an exact factorisation and factors of either sign.

Choose a basis $w_0, \dots, w_{r-1}$ of the column space of $\psi$, let $B(a,j)$ be the coefficient of $w_a$ in column $j$, and put $A(i,a) = w_a(i)$. Then
$$\psi(i,j) = \sum_{a} A(i,a)\,B(a,j), \qquad \psi = AB .$$
Each upper bound on the rank below rests on one inequality. If a matrix equals $PQ$ and $P$ has $d$ columns, then each column of $PQ$ is a combination of the columns of $P$, so the rank is at most $d$.

Squaring the sum gives
$$\psi(i,j)^2 = \sum_{a,b} A(i,a)A(i,b)\; B(a,j)B(b,j),$$
a factorisation through the $r^2$ ordered pairs $(a,b)$. The left factor $A(i,a)A(i,b)$ is the same for $(a,b)$ and $(b,a)$, so these two terms merge. With
$$P(i,\{a,b\}) = A(i,a)A(i,b), \qquad Q(\{a,a\},j) = B(a,j)^2, \qquad Q(\{a,b\},j) = 2B(a,j)B(b,j) \quad (a \ne b),$$
one has $W = PQ$, contracted over multisets of size two. There are $r$ of these with equal labels and $r(r-1)/2$ with different labels, $r(r+1)/2$ in all, which is the bound. It lies below $r^2$ by $r(r-1)/2$, which vanishes for $r = 0$ and $r = 1$ and is positive from $r = 2$ on.

The argument works for any power $k$ and over any field. A string $f$ assigns a label $f(t)$ to each position $t = 0, \dots, k-1$, and
$$\psi(i,j)^k = \sum_f \prod_t A(i,f(t)) \prod_t B(f(t),j).$$
Let $\sigma(f)$ be the multiset of the labels in $f$. The first product depends on $f$ only through $s = \sigma(f)$, so it comes out of the sum over the strings that share $s$:
$$\psi(i,j)^k = \sum_s P(i,s)\,Q(s,j), \qquad P(i,s) = \prod_{a \in s} A(i,a), \qquad Q(s,j) = \sum_{f:\ \sigma(f) = s} \prod_t B(f(t),j),$$
where the product over $s$ counts repetitions. The rank is therefore at most the number of multisets of size $k$ on $r$ labels, which is $\binom{r+k-1}{k}$ for $r \ge 1$.

For complex amplitudes $W = \psi\,\overline{\psi}$ entry by entry, and $\overline{\psi} = \overline{A}\,\overline{B}$, so
$$|\psi(i,j)|^2 = \sum_{a,b} A(i,a)\overline{A(i,b)}\; B(a,j)\overline{B(b,j)} .$$
Exchanging $a$ and $b$ now conjugates the left factor, the terms do not merge in general, and the count stays at $r^2$.

## Squared differences on four sites

Take $\psi(i,j) = i - j$ for $i, j = 0, \dots, 3$, and call these four configuration labels, shared by the two parts, sites. It factorises with rows $A(i,\cdot) = (i, 1)$ and columns $B(\cdot,j) = (1, -j)$, and $r = 2$. In the order $\{0,0\}, \{0,1\}, \{1,1\}$, row $i$ of $P$ is $(i^2, i, 1)$ and column $j$ of $Q$ is $(1, -2j, j^2)$, which reproduces $(i-j)^2 = i^2 - 2ij + j^2$:
$$W = \begin{pmatrix} 0&1&4&9\\ 1&0&1&4\\ 4&1&0&1\\ 9&4&1&0 \end{pmatrix}.$$
The count $r^2 = 4$ says nothing about a $4 \times 4$ matrix, while the bound $3$ requires a relation among the rows $W_0, \dots, W_3$. The relation is $W_0 - 3W_1 + 3W_2 - W_3 = 0$; in column $0$ it reads $0 - 3 + 12 - 9 = 0$. The entries sum to $40$, so the normalised state is $\psi/\sqrt{40}$ with probabilities $W/40$.

## The matrices in Lean

```lean
import Mathlib

open Matrix

namespace BornRank

noncomputable section

variable {K m n p q : Type*} [Field K] [Fintype n] [Fintype p] [Fintype q]
```

The types `m` and `n` are the configuration sets, `p` and `q` are sets of bond labels, and `K` is an arbitrary field of scalars. Only `n`, `p` and `q` are assumed finite. The left set `m` may be infinite, because `Matrix.rank` is the dimension of the range of `ψ.mulVecLin`, the map $v \mapsto \psi v$, and that range is spanned by the finitely many columns.

```lean
/-- The matrix whose entries are the `k`-th powers of the amplitudes `ψ i j`. -/
def entryPow (k : ℕ) (ψ : Matrix m n K) : Matrix m n K := of fun i j => ψ i j ^ k

/-- Born weights `ψ(i,j)²` of a real amplitude matrix. -/
def born (ψ : Matrix m n ℝ) : Matrix m n ℝ := of fun i j => ψ i j ^ 2

/-- Born weights `|ψ(i,j)|²` of a complex amplitude matrix, kept as a complex matrix. -/
def bornC (ψ : Matrix m n ℂ) : Matrix m n ℂ := of fun i j => (Complex.normSq (ψ i j) : ℂ)
```

`entryPow k ψ` is the matrix of $\psi(i,j)^k$, and `born ψ` has the same entries as `entryPow 2 ψ` over $\mathbb{R}$. In `bornC ψ` the real number `Complex.normSq (ψ i j)`, which is $|\psi(i,j)|^2$, is cast back into $\mathbb{C}$, so its rank is a complex dimension. The amplitudes refer to one fixed product basis. Whether the amplitudes are real depends on that basis and on the choice of global phase, which changes neither $W$ nor $r$; $W$ in general changes when the measurement basis does.

## Factorising through the column space

```lean
/-- An amplitude matrix of rank `r` is a product `A B` contracted over a bond of dimension `r`. -/
theorem exists_rank_factorisation (ψ : Matrix m n K) :
    ∃ (A : Matrix m (Fin ψ.rank) K) (B : Matrix (Fin ψ.rank) n K), ψ = A * B := by
  classical
  -- expand every column in a basis of the column space
  let b := Module.finBasisOfFinrankEq K (LinearMap.range ψ.mulVecLin) (n := ψ.rank) rfl
  let c : n → LinearMap.range ψ.mulVecLin := fun j =>
    ⟨ψ.mulVecLin (Pi.single j 1), LinearMap.mem_range_self _ _⟩
  refine ⟨of fun i a => (b a : m → K) i, of fun a j => b.repr (c j) a, ?_⟩
  ext i j
  have hc : (c j : m → K) i = ψ i j := by
    simp [c, Matrix.mulVec, dotProduct, Pi.single_apply]
  have h := congrArg (Submodule.subtype _) (b.sum_repr (c j))
  simp only [map_sum, map_smul, Submodule.subtype_apply] at h
  have hi := congrFun h i
  simp only [Finset.sum_apply, Pi.smul_apply, smul_eq_mul] at hi
  calc ψ i j = (c j : m → K) i := hc.symm
    _ = ∑ a, b.repr (c j) a * (b a : m → K) i := hi.symm
    _ = _ := by
      simp only [Matrix.mul_apply, of_apply]
      exact Finset.sum_congr rfl fun a _ => mul_comm _ _
```

The theorem provides $A$ and $B$ with inner index `Fin ψ.rank`, the labels $0, \dots, r-1$. In the proof `b` is the basis $w_0, \dots, w_{r-1}$ of the column space, and `c j` is column $j$, obtained by applying $\psi$ to the unit vector `Pi.single j 1`; `hc` confirms that its $i$-th entry is $\psi(i,j)$. The coefficients `b.repr (c j) a` are $B(a,j)$. The identity `b.sum_repr (c j)` is the expansion of column $j$ in the basis, and `hi` is its $i$-th component. For $r = 0$ the bond is empty and the statement reads $\psi = 0$.

## Grouping label strings by multiset

```lean
/-- The `k`-th entrywise power of a product `A B` has rank at most the number of multisets of
`k` labels drawn from the contracted bond. -/
theorem rank_entryPow_mul_le (A : Matrix m p K) (B : Matrix p n K) (k : ℕ) :
    (entryPow k (A * B)).rank ≤ Nat.multichoose (Fintype.card p) k := by
  classical
  -- a string of `k` bond labels, with its order forgotten
  let σ : (Fin k → p) → Sym p k := fun f => Sym.mk (Finset.univ.val.map f) (by simp)
  let P : Matrix m (Sym p k) K := of fun i s => ((s : Multiset p).map (A i)).prod
  let Q : Matrix (Sym p k) n K :=
    of fun s j => ∑ f ∈ Finset.univ.filter (fun f => σ f = s), ∏ t, B (f t) j
  have hPQ : entryPow k (A * B) = P * Q := by
    ext i j
    simp only [entryPow, of_apply, Matrix.mul_apply, P, Q, Fintype.sum_pow, Finset.mul_sum]
    -- group the strings by their multiset; the `A` factor is constant on each group
    refine (Finset.sum_fiberwise Finset.univ σ _).symm.trans ?_
    refine Finset.sum_congr rfl fun s _ => Finset.sum_congr rfl fun f hf => ?_
    rw [← (Finset.mem_filter.1 hf).2, Finset.prod_mul_distrib]
    congr 1
    exact (congrArg Multiset.prod (Multiset.map_map (A i) f Finset.univ.val)).symm
  rw [hPQ, ← Sym.card_sym_eq_multichoose p k]
  exact (rank_mul_le_left P Q).trans (rank_le_card_width P)
```

The statement concerns any product $AB$ over a bond `p`, minimal or not. `Sym p k` is the type of multisets of size $k$ on `p`, and `σ`, `P` and `Q` are the objects of the same names above. In `hPQ`, `Fintype.sum_pow` expands the power into the sum over strings, `Finset.sum_fiberwise` splits that sum into groups with equal $\sigma(f)$, and `Finset.prod_mul_distrib` separates the $A$ product from the $B$ product. The closing use of `Multiset.map_map` identifies $\prod_t A(i,f(t))$ with the product over $\sigma(f)$. Since `Q` is kept as a sum over strings, the factor $2$ of the case $k = 2$ never has to be computed. `Sym.card_sym_eq_multichoose` counts the multisets, and `rank_mul_le_left` with `rank_le_card_width` is the inequality on the columns of $P$.

```lean
/-- If `ψ` has rank `r`, its `k`-th entrywise power has rank at most the number of multisets of
size `k` drawn from `r` labels. -/
theorem rank_entryPow_le (ψ : Matrix m n K) (k : ℕ) :
    (entryPow k ψ).rank ≤ Nat.multichoose ψ.rank k := by
  obtain ⟨A, B, h⟩ := exists_rank_factorisation ψ
  have hr := rank_entryPow_mul_le A B k
  rwa [← h, Fintype.card_fin] at hr
```

Inserting the rank factorisation replaces the size of the bond by `ψ.rank`. At $k = 0$ all entries equal $1$ and the bound is $1$; at $r = 0$ and $k \ge 1$ the bound is $0$.

## The real bound and its comparison with $r^2$

```lean
/-- If a real amplitude matrix has rank `r`, the matrix of squared amplitudes has rank at most
`r (r + 1) / 2`. -/
theorem rank_born_le (ψ : Matrix m n ℝ) :
    (born ψ).rank ≤ ψ.rank * (ψ.rank + 1) / 2 := by
  have h := rank_entryPow_le ψ 2
  rw [Nat.multichoose_eq, show ψ.rank + 2 - 1 = ψ.rank + 1 from rfl, Nat.choose_two_right,
    Nat.add_sub_cancel, Nat.mul_comm (ψ.rank + 1)] at h
  exact h
```

This is the main statement: for every real `ψ`, the rank of `born ψ` is at most $r(r+1)/2$. The division is on natural numbers and loses nothing, because $r(r+1)$ is even. The proof sets $k = 2$, rewrites the multiset count as $\binom{r+1}{2}$ by `Nat.multichoose_eq`, and evaluates it by `Nat.choose_two_right`.

```lean
/-- For a real amplitude matrix of rank `r ≥ 2`, the matrix of squared amplitudes has rank
strictly below `r²`. -/
theorem rank_born_lt_sq (ψ : Matrix m n ℝ) (hr : 2 ≤ ψ.rank) :
    (born ψ).rank < ψ.rank ^ 2 := by
  have h := rank_born_le ψ
  have h2 : 2 * (born ψ).rank ≤ ψ.rank * (ψ.rank + 1) := by omega
  nlinarith [Nat.mul_le_mul_right ψ.rank hr]
```

The hypothesis `hr` is $r \ge 2$. Write $\rho$ for the rank of $W$. Then `h2` is $2\rho \le r^2 + r$, and the hint passed to `nlinarith` is $2r \le r^2$. With $r > 0$ this gives $r < r^2$, hence $2\rho < 2r^2$.

## Ordered pairs and complex amplitudes

```lean
/-- The entrywise product of `A B` and `C D` has rank at most the product of the two bond
dimensions. -/
theorem rank_hadamard_mul_le (A : Matrix m p K) (B : Matrix p n K) (C : Matrix m q K)
    (D : Matrix q n K) : ((A * B) ⊙ (C * D)).rank ≤ Fintype.card p * Fintype.card q := by
  -- factor through ordered pairs of bond labels
  let P : Matrix m (p × q) K := of fun i x => A i x.1 * C i x.2
  let Q : Matrix (p × q) n K := of fun x j => B x.1 j * D x.2 j
  have hPQ : (A * B) ⊙ (C * D) = P * Q := by
    ext i j
    simp only [hadamard_apply, Matrix.mul_apply, of_apply, P, Q, Fintype.sum_prod_type,
      Finset.sum_mul_sum]
    exact Finset.sum_congr rfl fun a _ => Finset.sum_congr rfl fun b _ => by ring
  rw [hPQ, ← Fintype.card_prod]
  exact (rank_mul_le_left P Q).trans (rank_le_card_width P)
```

The symbol `⊙` is the entrywise product. Here `P` and `Q` are indexed by ordered pairs of labels from two bonds, one contracted in $AB$ and one in a second product $CD$, and `Finset.sum_mul_sum` turns the product of two sums into the double sum over such pairs.

```lean
/-- If a complex amplitude matrix has rank `r`, the matrix of squared moduli has rank over `ℂ`
at most `r²`. -/
theorem rank_bornC_le (ψ : Matrix m n ℂ) : (bornC ψ).rank ≤ ψ.rank ^ 2 := by
  obtain ⟨A, B, h⟩ := exists_rank_factorisation ψ
  have hb : bornC ψ = ψ ⊙ ψ.map (starRingEnd ℂ) := by
    ext i j
    simp [bornC, Complex.mul_conj]
  have hr := rank_hadamard_mul_le A B (A.map (starRingEnd ℂ)) (B.map (starRingEnd ℂ))
  rwa [← Matrix.map_mul, ← h, ← hb, Fintype.card_fin, ← sq] at hr
```

The step `hb` writes $|\psi|^2$ as the entrywise product of $\psi$ with its conjugate `ψ.map (starRingEnd ℂ)`. The previous theorem is applied with $C = \overline{A}$ and $D = \overline{B}$, and `Matrix.map_mul` supplies $\overline{A}\,\overline{B} = \overline{AB}$. For complex $\psi$ the theorem `rank_entryPow_le` at $k = 2$ still bounds the matrix of $\psi(i,j)^2$, but those numbers are in general not the probabilities.

## Both bounds are reached at $r = 2$

```lean
/-- A square matrix with a right inverse has full rank. -/
theorem rank_eq_card_of_mul_eq_one [DecidableEq n] (M N : Matrix n n K) (h : M * N = 1) :
    M.rank = Fintype.card n := by
  refine le_antisymm (rank_le_card_width M) ?_
  have hr := rank_mul_le_left M N
  rwa [h, rank_one] at hr
```

If $MN = 1$ for square matrices $M$ and $N$, the rank of the identity, which is the full size, is at most the rank of $M$, and the rank of $M$ is at most its number of columns.

```lean
/-- Real amplitudes `uᵢ · uⱼ` for the vectors `(1,0)`, `(0,1)`, `(1,1)`. -/
def realState : Matrix (Fin 3) (Fin 3) ℝ := !![1, 0, 1; 0, 1, 1; 1, 1, 2]

/-- Complex amplitudes `uᵢ · uⱼ` (no conjugation) for `(1,0)`, `(0,1)`, `(1,1)`, `(1,i)`. -/
def complexState : Matrix (Fin 4) (Fin 4) ℂ :=
  !![1, 0, 1, 1; 0, 1, 1, Complex.I; 1, 1, 2, 1 + Complex.I; 1, Complex.I, 1 + Complex.I, 0]
```

Both matrices have entries $u_i \cdot u_j$, the bilinear product without conjugation, for $u_0 = (1,0)$, $u_1 = (0,1)$, $u_2 = (1,1)$ and, in the complex case, also $u_3 = (1,\mathrm{i})$ with $\mathrm{i}$ the imaginary unit. The last diagonal entry is $u_3 \cdot u_3 = 1 + \mathrm{i}^2 = 0$. Their Born matrices are
$$W_{\mathbb{R}} = \begin{pmatrix} 1&0&1\\ 0&1&1\\ 1&1&4 \end{pmatrix}, \qquad W_{\mathbb{C}} = \begin{pmatrix} 1&0&1&1\\ 0&1&1&1\\ 1&1&4&2\\ 1&1&2&0 \end{pmatrix},$$
with entries summing to $10$ and $18$. The normalised states are `realState` divided by $\sqrt{10}$ and `complexState` divided by $\sqrt{18}$, with probabilities $W_{\mathbb{R}}/10$ and $W_{\mathbb{C}}/18$.

In the real case `hb` multiplies $W_{\mathbb{R}}$ by an explicit inverse, entry by entry, and obtains rank $3$. The step `hf` writes the state as the matrix with rows $u_i$ times its transpose, which gives $r \le 2$. The values $r = 0$ and $r = 1$ are excluded by `rank_born_le` itself, since they would force $3 \le 0$ or $3 \le 1$.

```lean
/-- The matrix `realState` has rank `2` and its squared amplitudes have rank `3`, which equals
`r (r + 1) / 2` at `r = 2`. -/
theorem realState_sharp : realState.rank = 2 ∧ (born realState).rank = 3 := by
  have hb : (born realState).rank = 3 := by
    refine (rank_eq_card_of_mul_eq_one _
      !![3/2, 1/2, -1/2; 1/2, 3/2, -1/2; -1/2, -1/2, 1/2] ?_).trans (by simp)
    ext i j
    fin_cases i <;> fin_cases j <;>
      simp [born, realState, Matrix.mul_apply, Fin.sum_univ_three] <;> norm_num
  have hf : realState = !![(1 : ℝ), 0; 0, 1; 1, 1] * !![(1 : ℝ), 0, 1; 0, 1, 1] := by
    ext i j
    fin_cases i <;> fin_cases j <;>
      simp [realState, Matrix.mul_apply, Fin.sum_univ_two]
    norm_num
  have h2 : realState.rank ≤ 2 := by
    rw [hf]
    exact (rank_mul_le_left _ _).trans (rank_le_width _)
  -- the bound itself excludes rank below two
  have h3 := rank_born_le realState
  rw [hb] at h3
  refine ⟨?_, hb⟩
  generalize realState.rank = r at h2 h3 ⊢
  interval_cases r <;> omega
```

The complex case follows the same course. The step `he` evaluates $W_{\mathbb{C}}$, an explicit inverse gives rank $4$, and $4 \le r^2$ excludes $r < 2$. Since $4 > 3$, the bound $r(r+1)/2$ fails for this complex state, whereas no real matrix of rank $2$ has a Born matrix of rank $4$. The two examples show attainment at $r = 2$; they say nothing about other ranks.

```lean
/-- The matrix `complexState` has rank `2` and its squared moduli have rank `4`, which equals
`r²` and exceeds `r (r + 1) / 2` at `r = 2`. -/
theorem complexState_sharp : complexState.rank = 2 ∧ (bornC complexState).rank = 4 := by
  have he : bornC complexState = !![1, 0, 1, 1; 0, 1, 1, 1; 1, 1, 4, 2; 1, 1, 2, 0] := by
    ext i j
    fin_cases i <;> fin_cases j <;>
      simp [bornC, complexState, Complex.normSq_apply] <;> norm_num
  have hb : (bornC complexState).rank = 4 := by
    refine (rank_eq_card_of_mul_eq_one _
      !![1, 0, -1/2, 1/2; 0, 1, -1/2, 1/2; -1/2, -1/2, 1/2, 0; 1/2, 1/2, 0, -1/2] ?_).trans
      (by simp)
    rw [he]
    ext i j
    fin_cases i <;> fin_cases j <;> simp [Matrix.mul_apply, Fin.sum_univ_four] <;> norm_num
  have hf : complexState =
      !![(1 : ℂ), 0; 0, 1; 1, 1; 1, Complex.I] * !![(1 : ℂ), 0, 1, 1; 0, 1, 1, Complex.I] := by
    ext i j
    fin_cases i <;> fin_cases j <;>
      simp [complexState, Matrix.mul_apply, Fin.sum_univ_two]
    norm_num
  have h2 : complexState.rank ≤ 2 := by
    rw [hf]
    exact (rank_mul_le_left _ _).trans (rank_le_width _)
  have h3 := rank_bornC_le complexState
  rw [hb] at h3
  refine ⟨?_, hb⟩
  generalize complexState.rank = r at h2 h3 ⊢
  interval_cases r <;> omega

end

end BornRank
```

```lean
#print axioms BornRank.rank_born_le
-- 'BornRank.rank_born_le' depends on axioms: [propext, Classical.choice, Quot.sound]
#print axioms BornRank.rank_born_lt_sq
-- 'BornRank.rank_born_lt_sq' depends on axioms: [propext, Classical.choice, Quot.sound]
#print axioms BornRank.realState_sharp
-- 'BornRank.realState_sharp' depends on axioms: [propext, Classical.choice, Quot.sound]
#print axioms BornRank.complexState_sharp
-- 'BornRank.complexState_sharp' depends on axioms: [propext, Classical.choice, Quot.sound]
```

## Signed factors and non-negative factors

Rank allows $P$ and $Q$ to have entries of either sign, as $-2j$ does in the four-site example. A different reading of the bond dimension of a probability distribution asks for the smallest $d$ such that $W$ is a sum of $d$ products $x(i)\,y(j)$ with $x, y \ge 0$, which describes the normalised distribution as a mixture of $d$ product distributions, in each of which $i$ and $j$ are independent. That number is at least the rank, and it has no bound in terms of $r$ alone. Take $\psi(i,j) = i - j$ on $N \ge 2$ sites, so that $r = 2$ and $W$ vanishes exactly on the diagonal. A non-negative term with $x(j) > 0$ must have $y(j) = 0$. For $i \ne j$ some term has $x(i)\,y(j) > 0$, and in that term $x(j) = 0$. Different sites therefore have different sets of terms in which $x$ is positive, so $2^d \ge N$, while the rank of $W$ stays at most $3$. This argument and the four-site arithmetic are ordinary reasoning beside the theorems above, not among them. The theorems speak of rank alone, and they are also silent on truncated factorisations and on how factors at several cuts of a chain fit together.
